# The eigenvectors of the harmonic oscillator's lowering operator are the coherent states, up to a factor

Removing one quantum from a harmonic oscillator in an excited level leaves it in a different level. A superposition of levels may behave otherwise: the amplitude that each level loses can be replaced from the level above. Which superpositions does the lowering operator $a$ merely multiply by a complex number $z$, and do they have finite norm?

```lean
import Mathlib

open ComplexConjugate

namespace OscillatorCoherentStates

noncomputable section
```

Describe a state by its amplitudes $c_n$ in the number basis, $n=0,1,2,\dots$. Since $a|n\rangle=\sqrt n\,|n-1\rangle$ for $n\ge1$ and $a|0\rangle=0$, the new amplitude of level $n$ comes from level $n+1$:

$$(ac)_n=\sqrt{n+1}\;c_{n+1}.$$

```lean
/-- The lowering operator of the harmonic oscillator, acting on the amplitudes `c n` of a state
in the number basis. -/
def lower (c : ℕ → ℂ) (n : ℕ) : ℂ := (Real.sqrt ((n : ℝ) + 1) : ℂ) * c (n + 1)
```

In Lean a state is any function `c : ℕ → ℂ`, with no condition on its norm. The matrix elements are taken as the definition of `lower`; they are not derived from a Hamiltonian or from wavefunctions in position space.

The candidate eigenvector is the unnormalised coherent state, with amplitudes

$$\alpha_n(z)=\frac{z^n}{\sqrt{n!}},\qquad \alpha_0(z)=1.$$

```lean
/-- The unnormalised coherent state with amplitudes `z ^ n / √(n!)` in the number basis. -/
def coherent (z : ℂ) (n : ℕ) : ℂ := z ^ n / (Real.sqrt (n.factorial : ℝ) : ℂ)
```

Solving for $c_{n+1}$ requires division by the matrix element, which is allowed because $\sqrt{n+1}>0$.

```lean
/-- The matrix element `√(n+1)` of the lowering operator is nonzero. -/
lemma sqrt_succ_ne_zero (n : ℕ) : (Real.sqrt ((n : ℝ) + 1) : ℂ) ≠ 0 := by
  have h : 0 < Real.sqrt ((n : ℝ) + 1) := Real.sqrt_pos.mpr (by positivity)
  exact Complex.ofReal_ne_zero.mpr h.ne'
```

## The eigenvalue equation fixes every amplitude

From $(n+1)!=(n+1)\,n!$ it follows that

$$\sqrt{n+1}\,\frac{z^{n+1}}{\sqrt{(n+1)!}}=\frac{z^{n+1}}{\sqrt{n!}}=z\,\alpha_n(z).$$

```lean
/-- The coherent state satisfies the eigenvalue equation of the lowering operator for `z`. -/
theorem lower_coherent (z : ℂ) : lower (coherent z) = z • coherent z := by
  funext n
  have h : Real.sqrt ((n + 1).factorial : ℝ)
      = Real.sqrt ((n : ℝ) + 1) * Real.sqrt (n.factorial : ℝ) := by
    rw [Nat.factorial_succ, Nat.cast_mul, Nat.cast_add, Nat.cast_one,
      Real.sqrt_mul (by positivity)]
  simp only [lower, coherent, Pi.smul_apply, smul_eq_mul]
  -- the matrix element cancels against the new factor of the factorial
  rw [h, Complex.ofReal_mul, ← mul_div_assoc, mul_div_mul_left _ _ (sqrt_succ_ne_zero n),
    pow_succ', mul_div_assoc]
```

The equation `lower (coherent z) = z • coherent z` is an equality of sequences, and `funext n` reduces it to the line above. Since $\alpha_0(z)=1$, the coherent state is not the zero sequence, so it is an eigenvector with eigenvalue $z$.

Conversely, let $ac=zc$. At the lowest level $c_0=c_0\alpha_0(z)$. If $c_n=c_0\alpha_n(z)$, then

$$\sqrt{n+1}\,c_{n+1}=z c_n=c_0\,z\,\alpha_n(z)=c_0\sqrt{n+1}\,\alpha_{n+1}(z),$$

and cancelling the root gives the next amplitude. In the other direction, a multiple of an eigenvector satisfies the same linear equation.

```lean
/-- A sequence of amplitudes satisfies the eigenvalue equation of the lowering operator for `z`
exactly when it is its ground-level amplitude times the coherent state. -/
theorem lower_eigen_iff (z : ℂ) (c : ℕ → ℂ) :
    lower c = z • c ↔ c = c 0 • coherent z := by
  have hz : ∀ n : ℕ, (Real.sqrt ((n : ℝ) + 1) : ℂ) * coherent z (n + 1) = z * coherent z n :=
    fun n => congrFun (lower_coherent z) n
  constructor
  · intro h
    have hc : ∀ n : ℕ, (Real.sqrt ((n : ℝ) + 1) : ℂ) * c (n + 1) = z * c n :=
      fun n => congrFun h n
    funext n
    change c n = c 0 * coherent z n
    -- the eigenvalue equation fixes each amplitude from the one below
    induction n with
    | zero => simp [coherent]
    | succ n ih =>
      apply mul_left_cancel₀ (sqrt_succ_ne_zero n)
      linear_combination hc n + z * ih - c 0 * hz n
  · intro h
    have e : ∀ n, c n = c 0 * coherent z n := fun n => congrFun h n
    funext n
    change (Real.sqrt ((n : ℝ) + 1) : ℂ) * c (n + 1) = z * c n
    rw [e (n + 1), e n]
    linear_combination c 0 * hz n
```

The induction is the one just given: `mul_left_cancel₀` removes the root, and `linear_combination` assembles the chain of equalities. The equivalence also admits $c=0$, which solves the equation but is not an eigenvector; it is the case $c_0=0$.

## The norm is finite for every eigenvalue

Taking squared moduli of $c_n=c_0z^n/\sqrt{n!}$ gives

$$|c_n|^2=|c_0|^2\,\frac{|z|^{2n}}{n!}.$$

```lean
/-- The weight of level `n` in an eigenvector of the lowering operator is
`|c 0|² |z|²ⁿ / n!`. -/
theorem eigen_weight {z : ℂ} {c : ℕ → ℂ} (h : lower c = z • c) (n : ℕ) :
    ‖c n‖ ^ 2 = ‖c 0‖ ^ 2 * ((‖z‖ ^ 2) ^ n / (n.factorial : ℝ)) := by
  have e : c n = c 0 * coherent z n := congrFun ((lower_eigen_iff z c).mp h) n
  rw [e, norm_mul, mul_pow]
  congr 1
  rw [coherent, norm_div, norm_pow, Complex.norm_real, Real.norm_eq_abs, div_pow, sq_abs,
    Real.sq_sqrt (Nat.cast_nonneg _), ← pow_mul, ← pow_mul, mul_comm n 2]
```

The exponential series then sums the weights:

$$\sum_{n=0}^\infty|c_n|^2=|c_0|^2\sum_{n=0}^\infty\frac{(|z|^2)^n}{n!}=|c_0|^2e^{|z|^2}.$$

```lean
/-- Every eigenvector of the lowering operator has the finite squared norm
`|c 0|² exp(|z|²)`. -/
theorem eigen_sq_norm {z : ℂ} {c : ℕ → ℂ} (h : lower c = z • c) :
    HasSum (fun n => ‖c n‖ ^ 2) (‖c 0‖ ^ 2 * Real.exp (‖z‖ ^ 2)) := by
  have hs := NormedSpace.expSeries_div_hasSum_exp (‖z‖ ^ 2 : ℝ)
  rw [← Real.exp_eq_exp_ℝ] at hs
  have e : (fun n => ‖c n‖ ^ 2)
      = fun n => ‖c 0‖ ^ 2 * ((‖z‖ ^ 2) ^ n / (n.factorial : ℝ)) := funext (eigen_weight h)
  rw [e]
  exact hs.mul_left (‖c 0‖ ^ 2)
```

`HasSum` says that the series converges to the stated value. Normalisability is therefore a consequence of the eigenvalue equation, and every complex $z$ is an eigenvalue.

## Level populations and mean excitation

If the state is normalised, $|c_0|^2e^{|z|^2}=1$, so

$$|c_n|^2=e^{-|z|^2}\frac{|z|^{2n}}{n!},$$

a Poisson distribution with parameter $|z|^2$.

```lean
/-- In a normalised eigenvector of the lowering operator the level probabilities form the
Poisson distribution with parameter `|z|²`. -/
theorem eigen_poisson {z : ℂ} {c : ℕ → ℂ} (h : lower c = z • c)
    (hn : HasSum (fun n => ‖c n‖ ^ 2) 1) (n : ℕ) :
    ‖c n‖ ^ 2 = Real.exp (-‖z‖ ^ 2) * ((‖z‖ ^ 2) ^ n / (n.factorial : ℝ)) := by
  -- normalisation fixes the weight of the ground level
  have h0 : ‖c 0‖ ^ 2 * Real.exp (‖z‖ ^ 2) = 1 := (eigen_sq_norm h).unique hn
  rw [eigen_weight h n, Real.exp_neg, eq_inv_of_mul_eq_one_left h0]
```

The hypothesis `hn` is the normalisation; uniqueness of the sum turns it into the value of $|c_0|^2$.

For the mean excitation number, take the squared modulus of the eigenvalue equation, $(n+1)|c_{n+1}|^2=|z|^2|c_n|^2$, and sum. The level $n=0$ contributes nothing, so

$$\sum_{n=0}^\infty n|c_n|^2=\sum_{n=0}^\infty(n+1)|c_{n+1}|^2=|z|^2\sum_{n=0}^\infty|c_n|^2=|z|^2.$$

```lean
/-- The mean excitation number in a normalised eigenvector of the lowering operator is
`|z|²`. -/
theorem eigen_mean_number {z : ℂ} {c : ℕ → ℂ} (h : lower c = z • c)
    (hn : HasSum (fun n => ‖c n‖ ^ 2) 1) :
    HasSum (fun n : ℕ => (n : ℝ) * ‖c n‖ ^ 2) (‖z‖ ^ 2) := by
  -- squared modulus of the eigenvalue equation
  have key : ∀ n : ℕ, ((n + 1 : ℕ) : ℝ) * ‖c (n + 1)‖ ^ 2 = ‖z‖ ^ 2 * ‖c n‖ ^ 2 := by
    intro n
    have hc : (Real.sqrt ((n : ℝ) + 1) : ℂ) * c (n + 1) = z * c n := congrFun h n
    have hq := congrArg (fun x : ℂ => ‖x‖ ^ 2) hc
    simp only [norm_mul, mul_pow, Complex.norm_real, Real.norm_eq_abs, sq_abs] at hq
    rw [Real.sq_sqrt (by positivity)] at hq
    rw [Nat.cast_add, Nat.cast_one]
    exact hq
  have h2 : HasSum (fun n : ℕ => ((n + 1 : ℕ) : ℝ) * ‖c (n + 1)‖ ^ 2) (‖z‖ ^ 2) := by
    simp only [key]
    simpa only [mul_one] using hn.mul_left (‖z‖ ^ 2)
  -- the ground level contributes nothing to the mean
  exact (hasSum_nat_add_iff' (f := fun n : ℕ => (n : ℝ) * ‖c n‖ ^ 2) 1).mp
    (by simpa using h2)
```

Here `key` is the squared equation, and `hasSum_nat_add_iff'` shifts the summation index by one.

## Different coherent states overlap

For complex $z$ and $w$, the two roots of $n!$ combine:

$$\sum_{n=0}^\infty\overline{\alpha_n(z)}\,\alpha_n(w)=\sum_{n=0}^\infty\frac{(\bar z w)^n}{n!}=e^{\bar z w}.$$

```lean
/-- The inner product of two unnormalised coherent states is `exp(conj z * w)`. -/
theorem coherent_inner (z w : ℂ) :
    HasSum (fun n => conj (coherent z n) * coherent w n) (Complex.exp (conj z * w)) := by
  have hs := NormedSpace.expSeries_div_hasSum_exp (conj z * w)
  rw [← Complex.exp_eq_exp_ℂ] at hs
  have e : ∀ n, conj (coherent z n) * coherent w n
      = (conj z * w) ^ n / (n.factorial : ℂ) := by
    intro n
    have hf : (Real.sqrt (n.factorial : ℝ) : ℂ) * (Real.sqrt (n.factorial : ℝ) : ℂ)
        = (n.factorial : ℂ) := by
      rw [← Complex.ofReal_mul, Real.mul_self_sqrt (Nat.cast_nonneg _),
        Complex.ofReal_natCast]
    simp only [coherent, map_div₀, map_pow, Complex.conj_ofReal]
    rw [div_mul_div_comm, hf, mul_pow]
  simpa only [e] using hs
```

Its squared modulus is $e^{2\operatorname{Re}(\bar z w)}$. Since $2\operatorname{Re}(\bar z w)=|z|^2+|w|^2-|z-w|^2$,

$$\left|e^{\bar z w}\right|^2=e^{-|z-w|^2}\,e^{|z|^2}\,e^{|w|^2}.$$

The last two factors are the squared norms, so normalised coherent states have squared overlap $e^{-|z-w|^2}$. It is never zero: eigenvectors with different eigenvalues are not orthogonal here, as they would be for a Hermitian operator.

```lean
/-- The squared modulus of the inner product of two coherent states is `exp(-|z - w|²)` times
the product of their squared norms. -/
theorem coherent_overlap (z w : ℂ) :
    ‖∑' n, conj (coherent z n) * coherent w n‖ ^ 2
      = Real.exp (-‖z - w‖ ^ 2)
        * ((∑' n, ‖coherent z n‖ ^ 2) * ∑' n, ‖coherent w n‖ ^ 2) := by
  have hnorm : ∀ u : ℂ, ∑' n, ‖coherent u n‖ ^ 2 = Real.exp (‖u‖ ^ 2) := by
    intro u
    have h0 : coherent u 0 = 1 := by simp [coherent]
    rw [(eigen_sq_norm (lower_coherent u)).tsum_eq, h0, norm_one, one_pow, one_mul]
  rw [(coherent_inner z w).tsum_eq, hnorm z, hnorm w, Complex.norm_exp,
    pow_two (Real.exp _), ← Real.exp_add, ← Real.exp_add, ← Real.exp_add]
  -- compare the exponents in real and imaginary parts
  congr 1
  simp only [Complex.sq_norm, Complex.normSq_apply, Complex.mul_re, Complex.conj_re,
    Complex.conj_im, Complex.sub_re, Complex.sub_im]
  ring

end

end OscillatorCoherentStates
```

```lean
#print axioms OscillatorCoherentStates.lower_eigen_iff
-- 'OscillatorCoherentStates.lower_eigen_iff' depends on axioms: [propext, Classical.choice, Quot.sound]
#print axioms OscillatorCoherentStates.eigen_poisson
-- 'OscillatorCoherentStates.eigen_poisson' depends on axioms: [propext, Classical.choice, Quot.sound]
#print axioms OscillatorCoherentStates.eigen_mean_number
-- 'OscillatorCoherentStates.eigen_mean_number' depends on axioms: [propext, Classical.choice, Quot.sound]
#print axioms OscillatorCoherentStates.coherent_overlap
-- 'OscillatorCoherentStates.coherent_overlap' depends on axioms: [propext, Classical.choice, Quot.sound]
```

The proof takes the norms from `eigen_sq_norm` with $\alpha_0=1$, and `ring` compares the exponents in real and imaginary parts.

At $z=0$ the coherent state is $(1,0,0,\dots)$, the ground state, with mean excitation zero. Its squared overlap with a normalised coherent state $w$ is $e^{-|w|^2}$, which is the Poisson probability of finding $w$ in the ground level.

The same Poisson weights appear as Franck–Condon factors in the model of a single harmonic vibration whose equilibrium position shifts on electronic excitation while its frequency stays the same, starting from the vibrational ground state.
